# Factors agreeing through fourth order in t give products agreeing through fourth order

`Agree f g` says that two formal power series in a variable t, with coefficients in a possibly noncommutative ring `R`, have equal coefficients of t^k for every k < 5. The theorem `Agree.mul` states that if f agrees with f' and g agrees with g', then the ordered products f·g and f'·g' agree. If the coefficients are read as operators, replacing each factor of a product by a series correct through fourth order leaves the product correct through fourth order; the series are purely formal, with no convergence or norm involved, and the ℚ-algebra structure is omitted. The attempt expands both k-th coefficients with `coeff_mul` as sums over index pairs p, and compares them term by term with `Finset.sum_congr`. It then tries to extract p.1 + p.2 = k, so that `omega` can bound both indices below 5.

Lean 4 with Mathlib refuses this proof:

```lean
import Mathlib

open PowerSeries

namespace TakahashiImada

noncomputable section

variable {R : Type*} [Ring R] [Algebra ℚ R]

/-- Two series agree through order `t^4`. -/
def Agree (f g : R⟦X⟧) : Prop := ∀ k < 5, coeff k f = coeff k g

omit [Algebra ℚ R] in
/-- Agreement through `t^4` is preserved under products. -/
theorem Agree.mul {f f' g g' : R⟦X⟧} (h : Agree f f') (h' : Agree g g') :
    Agree (f * g) (f' * g') := by
  intro k hk
  rw [coeff_mul, coeff_mul]
  refine Finset.sum_congr rfl fun p hp => ?_
  have hp' : p.1 + p.2 = k := Finset.mem_antidiagonal.1 hp
  rw [h p.1 (by omega), h' p.2 (by omega)]

end

end TakahashiImada
```

Lean reports:

```
Main.lean:21:30: error: Type mismatch
  Finset.mem_antidiagonal.mp ?m.68
has type
  ?m.65.1 ∈ ?m.60 ∧ ?m.65.2 ∈ ?m.61 ∧ ?m.65.1 + ?m.65.2 = ?m.64
but is expected to have type
  p.1 + p.2 = k
Main.lean:21:56: error: Application type mismatch: The argument
  hp
has type
  p ∈ Finset.HasAntidiagonal.antidiagonal k
but is expected to have type
  ?m.65 ∈ Finset.antidiagonal ?m.62 ?m.63 ?m.64
in the application
  Finset.mem_antidiagonal.mp hp
```

What went wrong. Both messages come from one name pointing at the wrong lemma. After `coeff_mul`, the hypothesis `hp` has type `p ∈ Finset.HasAntidiagonal.antidiagonal k`, the set of pairs summing to `k`. The messages show that `Finset.mem_antidiagonal` here concerns a different definition, `Finset.antidiagonal`, displayed with three arguments rather than the single `k`.

The first message concerns the output. The forward direction of that lemma yields a three-part conjunction: the first component lies in one collection, the second in another, and their sum equals a given value. This cannot match the bare equation `p.1 + p.2 = k`.

The second message concerns the input. The lemma expects membership in the three-argument `Finset.antidiagonal`, which does not unify with the type of `hp`.

The diff's single change names `Finset.HasAntidiagonal.mem_antidiagonal` instead. This lemma characterises membership in the antidiagonal that appears in `hp`, so its forward direction accepts `hp` and returns `p.1 + p.2 = k`. That removes both mismatches. The final line is unchanged: with `hp'` and `hk`, `omega` proves `p.1 < 5` and `p.2 < 5`, and the two rewrites close the goal.

Fix (accepted with no message):

```diff
@@ -19,5 +19,5 @@
   rw [coeff_mul, coeff_mul]
   refine Finset.sum_congr rfl fun p hp => ?_
-  have hp' : p.1 + p.2 = k := Finset.mem_antidiagonal.1 hp
+  have hp' : p.1 + p.2 = k := Finset.HasAntidiagonal.mem_antidiagonal.1 hp
   rw [h p.1 (by omega), h' p.2 (by omega)]
 
```
